# The supersymmetric partner of the particle in a box on \( (0,\pi) \)

To test a one-dimensional Schrödinger solver on a potential that diverges at both ends of the interval, exact solutions are a convenient benchmark to compare against. In units \( \hbar^2/2m = 1 \), for the single potential \( 2/\sin^2 x \) on \( (0,\pi) \), they come from one differentiation: take the box state \( \sin nx \), apply \( A = d/dx - \cot x \), and the result solves the singular problem at the same energy \( n^2 \), with \( n = 1 \) giving nothing. The usual supersymmetric statement also says that the two Hamiltonians have the same spectrum apart from the box ground state; here only the solutions, their wall limits and the missing \( n = 1 \) state are proved, not that the list of levels is complete.

## Operators and equations

Units are \( \hbar^2/2m = 1 \), the box has length \( \pi \), and wavefunctions are real functions \( \mathbb{R} \to \mathbb{R} \).

```lean
import Mathlib

open Real Set Filter Topology

namespace SusyBoxPartner

noncomputable section
```

The superpotential is \( W(x) = -\cot x \).

```lean
/-- The superpotential `W(x) = -cot x`. -/
def W (x : ℝ) : ℝ := -(cos x / sin x)
```

The first-order operators are \( A\psi = \psi' + W\psi \) and \( A^\dagger\varphi = -\varphi' + W\varphi \), called `lowering` and `raising`. The dagger is a name: no inner product is defined, and adjointness is never used.

```lean
/-- The operator `A = d/dx + W`. -/
def lowering (ψ : ℝ → ℝ) (x : ℝ) : ℝ := deriv ψ x + W x * ψ x

/-- The operator `A† = -d/dx + W`. -/
def raising (φ : ℝ → ℝ) (x : ℝ) : ℝ := -deriv φ x + W x * φ x
```

The partner potential is \( 2/\sin^2 x \).

```lean
/-- The partner potential `2 / sin² x`. -/
def partnerPotential (x : ℝ) : ℝ := 2 / sin x ^ 2
```

`Solves V E ψ` says that at every point of the open interval `Ioo 0 π` both \( \psi \) and \( \psi' \) are differentiable and \( -\psi'' + V\psi = E\psi \). It carries no boundary condition and is satisfied by the zero function. The box interior is the case \( V = 0 \), written `fun _ => 0`.

```lean
/-- `ψ` is twice differentiable on `(0, π)` and obeys `-ψ'' + V ψ = E ψ` there. -/
def Solves (V : ℝ → ℝ) (E : ℝ) (ψ : ℝ → ℝ) : Prop :=
  ∀ x ∈ Ioo 0 π, DifferentiableAt ℝ ψ x ∧ DifferentiableAt ℝ (deriv ψ) x ∧
    -deriv (deriv ψ) x + V x * ψ x = E * ψ x
```

For real \( k \), the standing wave is \( \sin kx \) and the candidate partner state is
\[ \varphi_k(x) = k\cos kx - \cot x\,\sin kx . \]

```lean
/-- The standing wave `sin (k x)`. -/
def boxState (k x : ℝ) : ℝ := sin (k * x)

/-- The function `φ_k(x) = k cos (k x) - cot x sin (k x)`. -/
def partnerState (k x : ℝ) : ℝ := k * cos (k * x) - cos x / sin x * sin (k * x)
```

## The two potentials

Where \( \sin x \ne 0 \),
\[ 1 + W^2 = \frac{\sin^2 x + \cos^2 x}{\sin^2 x} = \frac{1}{\sin^2 x} . \]

```lean
/-- Where `sin x ≠ 0`, one has `1 + W² = 1 / sin² x`. -/
theorem one_add_W_sq {x : ℝ} (hs : sin x ≠ 0) : 1 + W x ^ 2 = 1 / sin x ^ 2 := by
  have h1 : sin x ^ 2 / sin x ^ 2 = 1 := div_self (pow_ne_zero 2 hs)
  unfold W
  calc 1 + (-(cos x / sin x)) ^ 2
      = sin x ^ 2 / sin x ^ 2 + cos x ^ 2 / sin x ^ 2 := by rw [h1]; ring
    _ = (sin x ^ 2 + cos x ^ 2) / sin x ^ 2 := (add_div _ _ _).symm
    _ = 1 / sin x ^ 2 := by rw [sin_sq_add_cos_sq]
```

The quotient rule gives
\[ W' = -\frac{-\sin x\,\sin x - \cos x\,\cos x}{\sin^2 x} = \frac{1}{\sin^2 x} . \]

```lean
/-- Where `sin x ≠ 0`, the superpotential has derivative `1 / sin² x`. -/
theorem hasDerivAt_W {x : ℝ} (hs : sin x ≠ 0) : HasDerivAt W (1 / sin x ^ 2) x := by
  have h := ((hasDerivAt_cos x).fun_div (hasDerivAt_sin x) hs).fun_neg
  have h2 : -((-sin x * sin x - cos x * cos x) / sin x ^ 2) = 1 / sin x ^ 2 := by
    have h3 := sin_sq_add_cos_sq x
    rw [← neg_div]
    congr 1
    linear_combination h3
  exact h.congr_deriv h2
```

Hence \( W' = 1 + W^2 \). Subtracting gives \( W^2 - W' = -1 \), and adding gives \( W^2 + W' = 2W' - 1 = 2/\sin^2 x - 1 \). Positivity of the sine on \( (0,\pi) \) supplies `sin x ≠ 0`, and both identities are rearrangements of `one_add_W_sq`.

```lean
/-- On `(0, π)`, `W² - W' = -1` and `W² + W' = 2 / sin² x - 1`. -/
theorem partner_potentials {x : ℝ} (hx : x ∈ Ioo 0 π) :
    W x ^ 2 - deriv W x = -1 ∧ W x ^ 2 + deriv W x = 2 / sin x ^ 2 - 1 := by
  have hs : sin x ≠ 0 := (sin_pos_of_pos_of_lt_pi hx.1 hx.2).ne'
  have hq := one_add_W_sq hs
  rw [(hasDerivAt_W hs).deriv]
  constructor
  · linear_combination hq
  · linear_combination hq
```

## Factorisation

By the product rule \( (A\psi)' = \psi'' + W'\psi + W\psi' \) and \( (A^\dagger\psi)' = -\psi'' + W'\psi + W\psi' \), which are `hA` and `hB`. The terms in \( W\psi' \) cancel in each product:
\[ A^\dagger A\psi = -(A\psi)' + W\psi' + W^2\psi = -\psi'' + (W^2 - W')\psi = -\psi'' - \psi , \]
\[ AA^\dagger\psi = (A^\dagger\psi)' - W\psi' + W^2\psi = -\psi'' + (W^2 + W')\psi = -\psi'' + \frac{2\psi}{\sin^2 x} - \psi . \]
Both products are the corresponding Hamiltonian shifted down by 1, the box ground-state energy. The statement is pointwise and assumes differentiability of \( \psi \) and \( \psi' \) only at the point \( x \). In `linear_combination ψ x * hq` the identity for \( 1 + W^2 \) is multiplied by \( \psi \).

```lean
/-- At a point of `(0, π)` where `ψ` and `ψ'` are differentiable, `A†A ψ = -ψ'' - ψ` and
`A A† ψ = -ψ'' + 2ψ / sin² x - ψ`. -/
theorem factorisation {ψ : ℝ → ℝ} {x : ℝ} (hx : x ∈ Ioo 0 π)
    (h1 : DifferentiableAt ℝ ψ x) (h2 : DifferentiableAt ℝ (deriv ψ) x) :
    raising (lowering ψ) x = -deriv (deriv ψ) x - ψ x ∧
    lowering (raising ψ) x = -deriv (deriv ψ) x + partnerPotential x * ψ x - ψ x := by
  have hs : sin x ≠ 0 := (sin_pos_of_pos_of_lt_pi hx.1 hx.2).ne'
  have hW := hasDerivAt_W hs
  have hq := one_add_W_sq hs
  -- product rule for `W ψ`
  have hA : HasDerivAt (lowering ψ)
      (deriv (deriv ψ) x + (1 / sin x ^ 2 * ψ x + W x * deriv ψ x)) x :=
    h2.hasDerivAt.fun_add (hW.fun_mul h1.hasDerivAt)
  have hB : HasDerivAt (raising ψ)
      (-deriv (deriv ψ) x + (1 / sin x ^ 2 * ψ x + W x * deriv ψ x)) x :=
    h2.hasDerivAt.fun_neg.fun_add (hW.fun_mul h1.hasDerivAt)
  constructor
  · show -deriv (lowering ψ) x + W x * (deriv ψ x + W x * ψ x) = _
    rw [hA.deriv]
    linear_combination ψ x * hq
  · show deriv (raising ψ) x + W x * (-deriv ψ x + W x * ψ x) = _
    rw [hB.deriv]
    unfold partnerPotential
    linear_combination ψ x * hq
```

## Intertwining

The operator shortcut \( (AA^\dagger)A = A(A^\dagger A) \) involves \( \psi''' \). The computation avoids it by eliminating \( \psi'' \) before differentiating again. Let \( \psi'' = -E\psi \) and \( \varphi = A\psi \). Then
\[ \varphi' = (W^2 + 1 - E)\psi + W\psi' , \]
and, with \( W' = 1 + W^2 \),
\[ \varphi'' = 2W(1+W^2)\psi + (W^2 + 1 - E)\psi' + (1+W^2)\psi' + W\psi'' = \big(2(1+W^2) - E\big)(\psi' + W\psi) , \]
which is \( \varphi'' = (2/\sin^2 x - E)\varphi \). In the proof `hA` is the formula for \( \varphi' \) on the whole interval, `hev` uses openness to make it valid in a neighbourhood of \( x \) so that it may be differentiated, `hg` is the second derivative, and the last line is the factoring. The energy \( E \) is any real number.

```lean
/-- If `-ψ'' = E ψ` on `(0, π)`, then `φ = A ψ` solves `-φ'' + 2φ / sin² x = E φ` there. -/
theorem solves_lowering {E : ℝ} {ψ : ℝ → ℝ} (h : Solves (fun _ => 0) E ψ) :
    Solves partnerPotential E (lowering ψ) := by
  -- first derivative of `A ψ`, with `ψ''` eliminated by the free equation
  have hA : ∀ y ∈ Ioo 0 π, HasDerivAt (lowering ψ)
      ((W y * W y + (1 - E)) * ψ y + W y * deriv ψ y) y := by
    intro y hy
    obtain ⟨h1, h2, h3⟩ := h y hy
    have h3' : -deriv (deriv ψ) y + 0 * ψ y = E * ψ y := h3
    have hs : sin y ≠ 0 := (sin_pos_of_pos_of_lt_pi hy.1 hy.2).ne'
    have hq := one_add_W_sq hs
    have h0 : HasDerivAt (lowering ψ)
        (deriv (deriv ψ) y + (1 / sin y ^ 2 * ψ y + W y * deriv ψ y)) y :=
      h2.hasDerivAt.fun_add ((hasDerivAt_W hs).fun_mul h1.hasDerivAt)
    refine h0.congr_deriv ?_
    linear_combination -h3' - ψ y * hq
  intro x hx
  obtain ⟨h1, h2, h3⟩ := h x hx
  have h3' : -deriv (deriv ψ) x + 0 * ψ x = E * ψ x := h3
  have hs : sin x ≠ 0 := (sin_pos_of_pos_of_lt_pi hx.1 hx.2).ne'
  have hq := one_add_W_sq hs
  have hW : HasDerivAt W (1 + W x ^ 2) x := (hasDerivAt_W hs).congr_deriv hq.symm
  have hev : deriv (lowering ψ) =ᶠ[𝓝 x]
      fun y => (W y * W y + (1 - E)) * ψ y + W y * deriv ψ y := by
    filter_upwards [isOpen_Ioo.mem_nhds hx] with y hy using (hA y hy).deriv
  -- second derivative, using `W' = 1 + W²`
  have hg : HasDerivAt (fun y => (W y * W y + (1 - E)) * ψ y + W y * deriv ψ y)
      (((1 + W x ^ 2) * W x + W x * (1 + W x ^ 2)) * ψ x
        + (W x * W x + (1 - E)) * deriv ψ x
        + ((1 + W x ^ 2) * deriv ψ x + W x * deriv (deriv ψ) x)) x :=
    (((hW.fun_mul hW).add_const (1 - E)).fun_mul h1.hasDerivAt).fun_add
      (hW.fun_mul h2.hasDerivAt)
  have hD := hg.congr_of_eventuallyEq hev
  refine ⟨(hA x hx).differentiableAt, hD.differentiableAt, ?_⟩
  show -deriv (deriv (lowering ψ)) x + 2 / sin x ^ 2 * (deriv ψ x + W x * ψ x)
      = E * (deriv ψ x + W x * ψ x)
  rw [hD.deriv]
  linear_combination W x * h3' - 2 * (deriv ψ x + W x * ψ x) * hq
```

The reverse direction runs the same way. Let \( \varphi'' = (2(1+W^2) - E)\varphi \) and \( \psi = A^\dagger\varphi \). Then
\[ \psi' = (E - 1 - W^2)\varphi + W\varphi' , \]
\[ \psi'' = -2W(1+W^2)\varphi + (E - 1 - W^2)\varphi' + (1+W^2)\varphi' + W\varphi'' = E\varphi' - EW\varphi = -E\psi . \]
This direction is not needed for the final theorem.

```lean
/-- If `-φ'' + 2φ / sin² x = E φ` on `(0, π)`, then `ψ = A† φ` solves `-ψ'' = E ψ` there. -/
theorem solves_raising {E : ℝ} {φ : ℝ → ℝ} (h : Solves partnerPotential E φ) :
    Solves (fun _ => 0) E (raising φ) := by
  -- first derivative of `A† φ`, with `φ''` eliminated by the partner equation
  have hA : ∀ y ∈ Ioo 0 π, HasDerivAt (raising φ)
      ((-(W y * W y) + (E - 1)) * φ y + W y * deriv φ y) y := by
    intro y hy
    obtain ⟨h1, h2, h3⟩ := h y hy
    have h3' : -deriv (deriv φ) y + 2 / sin y ^ 2 * φ y = E * φ y := h3
    have hs : sin y ≠ 0 := (sin_pos_of_pos_of_lt_pi hy.1 hy.2).ne'
    have hq := one_add_W_sq hs
    have h0 : HasDerivAt (raising φ)
        (-deriv (deriv φ) y + (1 / sin y ^ 2 * φ y + W y * deriv φ y)) y :=
      h2.hasDerivAt.fun_neg.fun_add ((hasDerivAt_W hs).fun_mul h1.hasDerivAt)
    refine h0.congr_deriv ?_
    linear_combination h3' + φ y * hq
  intro x hx
  obtain ⟨h1, h2, h3⟩ := h x hx
  have h3' : -deriv (deriv φ) x + 2 / sin x ^ 2 * φ x = E * φ x := h3
  have hs : sin x ≠ 0 := (sin_pos_of_pos_of_lt_pi hx.1 hx.2).ne'
  have hq := one_add_W_sq hs
  have hW : HasDerivAt W (1 + W x ^ 2) x := (hasDerivAt_W hs).congr_deriv hq.symm
  have hev : deriv (raising φ) =ᶠ[𝓝 x]
      fun y => (-(W y * W y) + (E - 1)) * φ y + W y * deriv φ y := by
    filter_upwards [isOpen_Ioo.mem_nhds hx] with y hy using (hA y hy).deriv
  -- second derivative, using `W' = 1 + W²`
  have hg : HasDerivAt (fun y => (-(W y * W y) + (E - 1)) * φ y + W y * deriv φ y)
      (-((1 + W x ^ 2) * W x + W x * (1 + W x ^ 2)) * φ x
        + (-(W x * W x) + (E - 1)) * deriv φ x
        + ((1 + W x ^ 2) * deriv φ x + W x * deriv (deriv φ) x)) x :=
    (((hW.fun_mul hW).fun_neg.add_const (E - 1)).fun_mul h1.hasDerivAt).fun_add
      (hW.fun_mul h2.hasDerivAt)
  have hD := hg.congr_of_eventuallyEq hev
  refine ⟨(hA x hx).differentiableAt, hD.differentiableAt, ?_⟩
  show -deriv (deriv (raising φ)) x + 0 * (-deriv φ x + W x * φ x)
      = E * (-deriv φ x + W x * φ x)
  rw [hD.deriv]
  linear_combination W x * h3' + 2 * W x * φ x * hq
```

## The box states and their images

The chain rule gives \( (\sin kx)' = k\cos kx \).

```lean
/-- The standing wave `sin (k x)` has derivative `k cos (k x)`. -/
theorem hasDerivAt_boxState (k x : ℝ) : HasDerivAt (boxState k) (k * cos (k * x)) x := by
  have hk : HasDerivAt (fun y : ℝ => k * y) k x :=
    ((hasDerivAt_id' x).const_mul k).congr_deriv (mul_one k)
  have h : HasDerivAt (boxState k) (cos (k * x) * k) x := hk.sin
  exact h.congr_deriv (mul_comm _ _)
```

Differentiating again, \( -(\sin kx)'' = k^2\sin kx \), and \( A\sin kx = k\cos kx - \cot x\,\sin kx = \varphi_k \), for every real \( k \).

```lean
/-- `sin (k x)` solves `-ψ'' = k² ψ` on `(0, π)`, and `A` maps it to `φ_k`. -/
theorem boxState_solves_and_lowering (k : ℝ) :
    Solves (fun _ => 0) (k ^ 2) (boxState k) ∧ lowering (boxState k) = partnerState k := by
  constructor
  · intro x _
    have hk : HasDerivAt (fun y : ℝ => k * y) k x :=
      ((hasDerivAt_id' x).const_mul k).congr_deriv (mul_one k)
    have hd : deriv (boxState k) = fun y => k * cos (k * y) :=
      funext fun y => (hasDerivAt_boxState k y).deriv
    have h2 : HasDerivAt (deriv (boxState k)) (k * (-sin (k * x) * k)) x := by
      rw [hd]
      exact hk.cos.const_mul k
    refine ⟨(hasDerivAt_boxState k x).differentiableAt, h2.differentiableAt, ?_⟩
    show -deriv (deriv (boxState k)) x + 0 * sin (k * x) = k ^ 2 * sin (k * x)
    rw [h2.deriv]
    ring
  · funext x
    show deriv (boxState k) x + -(cos x / sin x) * sin (k * x)
        = k * cos (k * x) - cos x / sin x * sin (k * x)
    rw [(hasDerivAt_boxState k x).deriv]
    ring
```

The first factorisation then gives
\[ A^\dagger\varphi_k = A^\dagger A\sin kx = k^2\sin kx - \sin kx = (k^2 - 1)\sin kx . \]

```lean
/-- On `(0, π)`, `A† φ_k = (k² - 1) sin (k x)`. -/
theorem raising_partnerState (k : ℝ) {x : ℝ} (hx : x ∈ Ioo 0 π) :
    raising (partnerState k) x = (k ^ 2 - 1) * boxState k x := by
  obtain ⟨hs, hl⟩ := boxState_solves_and_lowering k
  obtain ⟨h1, h2, h3⟩ := hs x hx
  have h3' : -deriv (deriv (boxState k)) x + 0 * boxState k x = k ^ 2 * boxState k x := h3
  rw [← hl, (factorisation hx h1 h2).1]
  linear_combination h3'
```

## The state that disappears

For \( n = 1 \), \( \varphi_1 = \cos x - \cot x\,\sin x = 0 \) on the interval. Conversely, suppose \( \varphi_n = 0 \) throughout \( (0,\pi) \) for an integer \( n \ge 1 \). The point \( x_0 = \pi/2n \) lies inside and has \( \sin nx_0 = 1 \). Since \( \varphi_n \) vanishes near \( x_0 \), its derivative vanishes there (`hev`, `hd`), so \( A^\dagger\varphi_n(x_0) = 0 \) (`h0`). The previous identity turns this into \( n^2 - 1 = 0 \), and \( n = 1 \). The hypothesis `1 ≤ n` is needed: \( \varphi_0 \) is also zero, so the equivalence fails at \( n = 0 \).

```lean
/-- For an integer `n ≥ 1`, `φ_n` vanishes on all of `(0, π)` exactly when `n = 1`. -/
theorem partnerState_eq_zero_iff (n : ℕ) (hn : 1 ≤ n) :
    (∀ x ∈ Ioo 0 π, partnerState n x = 0) ↔ n = 1 := by
  constructor
  · intro h
    have hn1 : (1 : ℝ) ≤ n := by exact_mod_cast hn
    have hn0 : (n : ℝ) ≠ 0 := by linarith
    have h2n : (0 : ℝ) < 2 * n := by linarith
    -- an antinode of `sin (n x)` inside the box
    obtain ⟨x0, hx0, hnx⟩ : ∃ x0 ∈ Ioo 0 π, (n : ℝ) * x0 = π / 2 := by
      refine ⟨π / (2 * n), ⟨div_pos pi_pos h2n, ?_⟩, ?_⟩
      · rw [div_lt_iff₀ h2n]
        nlinarith [pi_pos]
      · field_simp
    have hev : partnerState n =ᶠ[𝓝 x0] fun _ => (0 : ℝ) := by
      filter_upwards [isOpen_Ioo.mem_nhds hx0] with y hy using h y hy
    have hd : deriv (partnerState n) x0 = 0 := by
      rw [hev.deriv_eq]
      simp
    have h0 : raising (partnerState n) x0 = 0 := by
      unfold raising
      rw [hd, h x0 hx0]
      ring
    have hb : boxState n x0 = 1 := by
      unfold boxState
      rw [hnx, sin_pi_div_two]
    -- `A† φ_n = 0` at the antinode forces `n² = 1`
    rw [raising_partnerState _ hx0, hb] at h0
    have h1 : (n : ℝ) = 1 := le_antisymm (by nlinarith) hn1
    exact_mod_cast h1
  · rintro rfl x hx
    have hs : sin x ≠ 0 := (sin_pos_of_pos_of_lt_pi hx.1 hx.2).ne'
    have e : cos x / sin x * sin x = cos x := by field_simp
    unfold partnerState
    simp only [Nat.cast_one, one_mul]
    linarith
```

## The walls

Let \( \sin a = 0 \) and \( \sin ka = 0 \), so \( \cos a \ne 0 \). For \( x \ne a \) the ratio of sines is a ratio of difference quotients,
\[ \frac{\sin kx}{\sin x} = \frac{(\sin kx - \sin ka)/(x-a)}{(\sin x - \sin a)/(x-a)} \longrightarrow \frac{k\cos ka}{\cos a} , \]
and therefore \( \varphi_k(x) \to k\cos ka - \cos a\cdot k\cos ka/\cos a = 0 \). The two `slope` limits are `t1` and `t2`, `t4` assembles them, and `key` cancels the factor \( x - a \). The filter `𝓝[≠] a` approaches \( a \) without touching it, which matters because Lean sets \( 1/0 = 0 \), so `partnerState k` evaluated at \( 0 \) returns \( k \) rather than the limit. The condition \( \sin ka = 0 \) cannot be dropped: for \( k = 1/2 \) and \( a = \pi \), \( \sin(x/2) \to 1 \) while \( \cot x \) diverges, and so does \( \varphi_{1/2} \).

```lean
/-- `φ_k(x)` tends to zero as `x` approaches a common zero of `sin x` and `sin (k x)`. -/
theorem partnerState_tendsto_zero {k a : ℝ} (ha : sin a = 0) (hk : sin (k * a) = 0) :
    Tendsto (partnerState k) (𝓝[≠] a) (𝓝 0) := by
  have hc : cos a ≠ 0 := by
    intro h
    have h1 := sin_sq_add_cos_sq a
    rw [ha, h] at h1
    norm_num at h1
  have t1 := hasDerivAt_iff_tendsto_slope.1 (hasDerivAt_boxState k a)
  have t2 := hasDerivAt_iff_tendsto_slope.1 (hasDerivAt_sin a)
  have hc1 : Continuous fun x : ℝ => k * cos (k * x) := by fun_prop
  have c1 : Tendsto (fun x : ℝ => k * cos (k * x)) (𝓝[≠] a) (𝓝 (k * cos (k * a))) :=
    (hc1.tendsto a).mono_left nhdsWithin_le_nhds
  have c2 : Tendsto cos (𝓝[≠] a) (𝓝 (cos a)) :=
    (continuous_cos.tendsto a).mono_left nhdsWithin_le_nhds
  -- `sin (k x) / sin x` is a ratio of difference quotients at `a`
  have t4 : Tendsto
      (fun x => k * cos (k * x) - cos x * (slope (boxState k) a x / slope sin a x))
      (𝓝[≠] a) (𝓝 (k * cos (k * a) - cos a * (k * cos (k * a) / cos a))) :=
    c1.sub (c2.mul (t1.div t2 hc))
  have e' : cos a * (k * cos (k * a) / cos a) = k * cos (k * a) := by field_simp
  have e : k * cos (k * a) - cos a * (k * cos (k * a) / cos a) = 0 := by
    rw [e', sub_self]
  rw [e] at t4
  refine t4.congr' ?_
  filter_upwards [self_mem_nhdsWithin] with x hx
  have hxa : x - a ≠ 0 := sub_ne_zero.2 hx
  have key : ∀ p q : ℝ, p / (x - a) / (q / (x - a)) = p / q := by
    intro p q
    rw [div_eq_mul_inv p (x - a), div_eq_mul_inv q (x - a),
      mul_div_mul_right _ _ (inv_ne_zero hxa)]
  show k * cos (k * x) - cos x * (slope (boxState k) a x / slope sin a x) = partnerState k x
  rw [slope_def_field, slope_def_field, key]
  unfold boxState partnerState
  rw [ha, hk]
  ring
```

## The theorem

For a natural number \( n \ge 1 \), `box_partner_states` states four things: \( \varphi_n \) is twice differentiable on \( (0,\pi) \) and satisfies \( -\varphi_n'' + 2\varphi_n/\sin^2 x = n^2\varphi_n \); it tends to zero as \( x \to 0 \) from above (`𝓝[>] 0`); it tends to zero as \( x \to \pi \) from below (`𝓝[<] π`); and it vanishes on the whole interval exactly when \( n = 1 \). For \( n \ge 2 \) it is thus a nonzero solution with vanishing wall limits at energy \( n^2 \). The first claim is `solves_lowering` applied to \( \sin nx \). The limits are `partnerState_tendsto_zero` at \( a = 0 \) and \( a = \pi \), where \( \sin n\pi = 0 \) uses that \( n \) is an integer, restricted to one side. The last claim is `partnerState_eq_zero_iff`.

The differential equations are meant pointwise, with no Hilbert space or operator domain. Orthogonality of the \( \varphi_n \), the norm \( \int_0^\pi \varphi_n^2\,dx = (n^2-1)\pi/2 \) that integration by parts gives, and the absence of further levels are left unproved here.

```lean
/-- For an integer `n ≥ 1`, `φ_n = n cos (n x) - cot x sin (n x)` solves
`-φ'' + 2φ / sin² x = n² φ` on `(0, π)`, tends to zero at both walls, and vanishes
identically on `(0, π)` exactly when `n = 1`. -/
theorem box_partner_states (n : ℕ) (hn : 1 ≤ n) :
    Solves partnerPotential ((n : ℝ) ^ 2) (partnerState n) ∧
    Tendsto (partnerState n) (𝓝[>] 0) (𝓝 0) ∧
    Tendsto (partnerState n) (𝓝[<] π) (𝓝 0) ∧
    ((∀ x ∈ Ioo 0 π, partnerState n x = 0) ↔ n = 1) := by
  obtain ⟨hs, hl⟩ := boxState_solves_and_lowering (n : ℝ)
  refine ⟨?_, ?_, ?_, partnerState_eq_zero_iff n hn⟩
  · rw [← hl]
    exact solves_lowering hs
  · have h0 : sin ((n : ℝ) * 0) = 0 := by simp
    exact (partnerState_tendsto_zero sin_zero h0).mono_left
      (nhdsWithin_mono _ fun x hx => (mem_Ioi.1 hx).ne')
  · exact (partnerState_tendsto_zero sin_pi (sin_nat_mul_pi n)).mono_left
      (nhdsWithin_mono _ fun x hx => (mem_Iio.1 hx).ne)

end

end SusyBoxPartner
```

```lean
#print axioms SusyBoxPartner.partner_potentials
#print axioms SusyBoxPartner.solves_raising
#print axioms SusyBoxPartner.box_partner_states
```

```
'SusyBoxPartner.partner_potentials' depends on axioms: [propext, Classical.choice, Quot.sound]
'SusyBoxPartner.solves_raising' depends on axioms: [propext, Classical.choice, Quot.sound]
'SusyBoxPartner.box_partner_states' depends on axioms: [propext, Classical.choice, Quot.sound]
```
